# Krylov exactness for a Hermitian operator with at most $m$ distinct eigenvalues and a start vector that overlaps the ground space

A Ritz value can be defined through a matrix in a chosen basis or through the trial space itself. Here it belongs to the space. The vectors $x, Hx, \dots, H^{m-1}x$ may be linearly dependent, and their overlap matrix is then singular, but their span $K$ is still a perfectly good trial space. A real number $\theta$ is a Ritz value of $H$ on $K$ if some nonzero $v\in K$ leaves a residual $Hv-\theta v$ orthogonal to all of $K$. In an orthonormal basis of $K$ this is the eigenvalue equation of the projected matrix.

With that definition, let $H$ be Hermitian on a finite-dimensional space, with at most $m$ distinct eigenvalues, the lowest being $E_0$. If $x$ has a nonzero component in the ground eigenspace, then $K$ contains a ground eigenvector and the lowest Ritz value on $K$ is $E_0$.

The state space `V` is a complex inner product space, with $\langle u,v\rangle$ conjugate-linear in $u$, and `H` is a linear map on it. Hermiticity enters later as the hypothesis `H.IsSymmetric`, which says $\langle Hu,v\rangle=\langle u,Hv\rangle$.

```lean
import Mathlib

open scoped InnerProductSpace
open Polynomial

namespace KrylovExactness

variable {V : Type*} [NormedAddCommGroup V] [InnerProductSpace ℂ V]
variable {H : V →ₗ[ℂ] V}
```

## Energies, trial space, overlap and Ritz values

An energy is a real $E$ with $Hv=Ev$ for some $v\neq 0$. The energies form a set, so a degenerate level counts once.

```lean
/-- The set of real eigenvalues of the operator `H`. -/
def energies (H : V →ₗ[ℂ] V) : Set ℝ :=
  {E | ∃ v, v ≠ 0 ∧ H v = (E : ℂ) • v}
```

The $m$-step Krylov space is the span of $H^k x$ for $k=0,\dots,m-1$. Its dimension may be smaller than $m$.

```lean
/-- The Krylov space spanned by `x, H x, ..., H^(m-1) x`. -/
def krylov (H : V →ₗ[ℂ] V) (x : V) (m : ℕ) : Submodule ℂ V :=
  Submodule.span ℂ (Set.range fun k : Fin m => (H ^ (k : ℕ)) x)
```

The start vector overlaps the energy $E$ if $\langle g,x\rangle\neq 0$ for some $g$ with $Hg=Eg$. Such a $g$ is automatically nonzero. The condition is the same as a nonzero projection of $x$ on the eigenspace, and it allows for degeneracy because any $g$ in the eigenspace will do.

```lean
/-- The vector `x` has a nonzero component in the eigenspace of energy `E`:
some vector of that eigenspace is not orthogonal to `x`. -/
def Overlaps (H : V →ₗ[ℂ] V) (E : ℝ) (x : V) : Prop :=
  ∃ g, H g = (E : ℂ) • g ∧ ⟪g, x⟫_ℂ ≠ 0
```

The residual condition for a Ritz value reads $\langle w,Hv\rangle=\theta\langle w,v\rangle$ for every $w\in K$. The vector $v$ need not be normalised.

```lean
/-- The real Ritz values of `H` on a trial space `K`: numbers `θ` for which some nonzero `v` in `K`
has a residual `H v - θ v` orthogonal to all of `K`. -/
def ritzValues (H : V →ₗ[ℂ] V) (K : Submodule ℂ V) : Set ℝ :=
  {θ | ∃ v ∈ K, v ≠ 0 ∧ ∀ w ∈ K, ⟪w, H v⟫_ℂ = (θ : ℂ) * ⟪w, v⟫_ℂ}
```

## Krylov vectors are polynomials in $H$ applied to $x$

A vector of the Krylov space has the form
$$v=\sum_{k=0}^{m-1}c_kH^kx=q(H)x,\qquad q(t)=\sum_{k=0}^{m-1}c_kt^k,$$
so $\deg q<m$. Conversely, expanding $q(H)x$ for any such $q$ gives a combination of the spanning vectors. The proof follows these two directions; in the second, a nonzero coefficient at $k$ forces $k<m$. In Lean, $q(H)$ is written `aeval H q`.

```lean
/-- The vectors of the Krylov space are exactly the vectors `q(H) x` with `q` a polynomial
of degree less than `m`. -/
theorem mem_krylov_iff {x v : V} {m : ℕ} :
    v ∈ krylov H x m ↔ ∃ q : ℂ[X], q.degree < (m : WithBot ℕ) ∧ (aeval H q) x = v := by
  constructor
  · intro hv
    rw [krylov, Submodule.mem_span_range_iff_exists_fun] at hv
    obtain ⟨c, rfl⟩ := hv
    refine ⟨∑ k : Fin m, monomial (k : ℕ) (c k), ?_, ?_⟩
    · rw [← mem_degreeLT]
      refine Submodule.sum_mem _ fun k _ => mem_degreeLT.2 ?_
      exact (degree_monomial_le _ _).trans_lt (by exact_mod_cast k.isLt)
    · simp [map_sum, aeval_monomial, LinearMap.sum_apply, Module.End.mul_apply,
        Module.algebraMap_end_apply]
  · rintro ⟨q, hq, rfl⟩
    rw [aeval_eq_sum_range, LinearMap.sum_apply]
    refine Submodule.sum_mem _ fun k _ => ?_
    rw [LinearMap.smul_apply]
    by_cases hk : q.coeff k = 0
    · rw [hk, zero_smul]
      exact Submodule.zero_mem _
    · have hkm : k < m := by exact_mod_cast (le_degree_of_ne_zero hk).trans_lt hq
      exact Submodule.smul_mem _ _ (Submodule.subset_span ⟨⟨k, hkm⟩, rfl⟩)
```

## A polynomial filter acts on each energy separately

Let $Hg=Eg$ with $E$ real. For every $y$,
$$\langle g,Hy\rangle=\langle Hg,y\rangle=E\langle g,y\rangle .$$
By induction $\langle g,H^kx\rangle=E^k\langle g,x\rangle$, and summing over the coefficients of $q$ gives
$$\langle g,q(H)x\rangle=q(E)\,\langle g,x\rangle .$$
In the code these are `step`, `hpow` and the final sum.

```lean
/-- For symmetric `H`, a polynomial filter `q(H)` multiplies the overlap with an eigenvector
of energy `E` by the number `q(E)`. -/
theorem inner_filter (hH : H.IsSymmetric) {g : V} {E : ℝ} (hg : H g = (E : ℂ) • g)
    (q : ℂ[X]) (x : V) :
    ⟪g, (aeval H q) x⟫_ℂ = q.eval (E : ℂ) * ⟪g, x⟫_ℂ := by
  have step : ∀ y, ⟪g, H y⟫_ℂ = (E : ℂ) * ⟪g, y⟫_ℂ := fun y => by
    rw [← hH g y, hg, inner_smul_left, Complex.conj_ofReal]
  have hpow : ∀ k : ℕ, ⟪g, (H ^ k) x⟫_ℂ = (E : ℂ) ^ k * ⟪g, x⟫_ℂ := by
    intro k
    induction k with
    | zero => simp
    | succ k ih =>
      rw [pow_succ', Module.End.mul_apply, step, ih]
      ring
  rw [aeval_eq_sum_range, eval_eq_sum_range, LinearMap.sum_apply, inner_sum, Finset.sum_mul]
  refine Finset.sum_congr rfl fun k _ => ?_
  rw [LinearMap.smul_apply, inner_smul_right, hpow]
  ring
```

## No expectation value lies below the ground energy

The spectral theorem, taken from Mathlib, supplies an orthonormal basis $b_i$ with $Hb_i=e_ib_i$ and $e_i$ real.

```lean
/-- A symmetric operator on a finite-dimensional space has an orthonormal basis of eigenvectors
with real eigenvalues. -/
theorem exists_eigenbasis [FiniteDimensional ℂ V] (hH : H.IsSymmetric) :
    ∃ (b : OrthonormalBasis (Fin (Module.finrank ℂ V)) ℂ V)
      (e : Fin (Module.finrank ℂ V) → ℝ), ∀ i, H (b i) = (e i : ℂ) • b i :=
  ⟨hH.eigenvectorBasis rfl, hH.eigenvalues rfl, fun i => hH.apply_eigenvectorBasis rfl i⟩
```

Expanding $v$ in this basis, with every $e_i\ge E_0$,
$$\operatorname{Re}\langle v,Hv\rangle=\sum_i e_i|\langle b_i,v\rangle|^2\ \ge\ E_0\sum_i|\langle b_i,v\rangle|^2=E_0\|v\|^2 .$$
For a normalised $v$ this is the usual variational bound. The equality on the left is `h1`; the inequality is then taken term by term.

```lean
/-- Variational principle: for symmetric `H` in finite dimension, the real part of `⟪v, H v⟫` is at
least `E₀ ‖v‖²` whenever `E₀` is a lower bound of the energies. -/
theorem variational_bound [FiniteDimensional ℂ V] (hH : H.IsSymmetric) {E₀ : ℝ}
    (hE : E₀ ∈ lowerBounds (energies H)) (v : V) :
    E₀ * ‖v‖ ^ 2 ≤ (⟪v, H v⟫_ℂ).re := by
  obtain ⟨b, e, he⟩ := exists_eigenbasis hH
  have hb : ∀ i, E₀ ≤ e i := fun i => hE ⟨b i, b.orthonormal.ne_zero i, he i⟩
  -- `Re ⟪v, H v⟫` is the sum of the energies `e i` with weights `‖⟪b i, v⟫‖²`
  have h1 : (⟪v, H v⟫_ℂ).re = ∑ i, e i * ‖⟪b i, v⟫_ℂ‖ ^ 2 := by
    rw [← b.sum_inner_mul_inner v (H v), Complex.re_sum]
    refine Finset.sum_congr rfl fun i _ => ?_
    have h : ⟪b i, H v⟫_ℂ = (e i : ℂ) * ⟪b i, v⟫_ℂ := by
      rw [← hH (b i) v, he, inner_smul_left, Complex.conj_ofReal]
    rw [h, ← inner_conj_symm v (b i)]
    generalize ⟪b i, v⟫_ℂ = z
    rw [Complex.sq_norm, Complex.normSq_apply]
    simp only [Complex.mul_re, Complex.mul_im, Complex.conj_re, Complex.conj_im,
      Complex.ofReal_re, Complex.ofReal_im]
    ring
  rw [h1, ← b.sum_sq_norm_inner_right v, Finset.mul_sum]
  exact Finset.sum_le_sum fun i _ => mul_le_mul_of_nonneg_right (hb i) (sq_nonneg _)
```

## The filter that keeps one energy

Suppose $x$ overlaps the energy $E$, with $g$ as witness. Take
$$q(t)=\prod_{\mu\neq E}(t-\mu),$$
where $\mu$ runs over the other energies of $H$. The degree of $q$ is the number of energies minus one, hence less than $m$, so $v=q(H)x$ lies in the Krylov space. It is nonzero because
$$\langle g,v\rangle=q(E)\langle g,x\rangle\neq 0 .$$

To see that $Hv=Ev$, compare components: $\langle b_i,Hv\rangle=e_i\langle b_i,v\rangle$. If $e_i=E$, this is the component of $Ev$. If $e_i\neq E$, then $\langle b_i,v\rangle=q(e_i)\langle b_i,x\rangle=0$, and both components vanish.

The facts `hdeg`, `hqE` and `hroot` record the degree, the nonzero value at $E$ and the roots. The argument holds for any energy that $x$ overlaps, excited ones included.

```lean
/-- If a symmetric `H` in finite dimension has at most `m` distinct energies and `x` overlaps
the eigenspace of energy `E`, the `m`-step Krylov space contains an eigenvector of energy `E`. -/
theorem krylov_contains_eigenvector [FiniteDimensional ℂ V] (hH : H.IsSymmetric)
    {m : ℕ} (hm : (energies H).encard ≤ m) {E : ℝ} {x : V} (hx : Overlaps H E x) :
    ∃ v ∈ krylov H x m, v ≠ 0 ∧ H v = (E : ℂ) • v := by
  obtain ⟨g, hg, hgx⟩ := hx
  have hfin : (energies H).Finite := Set.finite_of_encard_le_coe hm
  have hg0 : g ≠ 0 := by
    rintro rfl
    simp at hgx
  have hES : E ∈ hfin.toFinset := hfin.mem_toFinset.2 ⟨g, hg0, hg⟩
  have hcard : hfin.toFinset.card ≤ m := by
    rw [hfin.encard_eq_coe_toFinset_card] at hm
    exact_mod_cast hm
  -- the filter polynomial vanishes at every energy except `E`
  obtain ⟨q, hq⟩ : ∃ q : ℂ[X], q = ∏ μ ∈ hfin.toFinset.erase E, (X - C (μ : ℂ)) := ⟨_, rfl⟩
  have hdeg : q.degree < (m : WithBot ℕ) := by
    have hlt := (Finset.card_erase_lt_of_mem hES).trans_le hcard
    rw [hq, degree_prod]
    simp only [degree_X_sub_C, Finset.sum_const, nsmul_one]
    exact_mod_cast hlt
  have hqE : q.eval (E : ℂ) ≠ 0 := by
    rw [hq, eval_prod]
    refine Finset.prod_ne_zero_iff.2 fun μ hμ => ?_
    rw [eval_sub, eval_X, eval_C, sub_ne_zero]
    exact_mod_cast (Finset.ne_of_mem_erase hμ).symm
  have hroot : ∀ μ ∈ energies H, μ ≠ E → q.eval (μ : ℂ) = 0 := by
    intro μ hμ hne
    rw [hq, eval_prod]
    exact Finset.prod_eq_zero (Finset.mem_erase.2 ⟨hne, hfin.mem_toFinset.2 hμ⟩) (by simp)
  refine ⟨(aeval H q) x, mem_krylov_iff.2 ⟨q, hdeg, rfl⟩, ?_, ?_⟩
  · intro h0
    have h := inner_filter hH hg q x
    rw [h0, inner_zero_right] at h
    exact mul_ne_zero hqE hgx h.symm
  · -- compare components in an eigenbasis
    obtain ⟨b, e, he⟩ := exists_eigenbasis hH
    refine ext_inner_left ℂ fun w => ?_
    rw [← b.sum_inner_mul_inner w (H ((aeval H q) x)),
      ← b.sum_inner_mul_inner w ((E : ℂ) • (aeval H q) x)]
    refine Finset.sum_congr rfl fun i _ => ?_
    congr 1
    rw [← hH (b i), he i, inner_smul_left, inner_smul_right, Complex.conj_ofReal]
    by_cases h : e i = E
    · rw [h]
    · rw [inner_filter hH (he i), hroot _ ⟨b i, b.orthonormal.ne_zero i, he i⟩ h,
        zero_mul, mul_zero, mul_zero]
```

## The lowest Ritz value is the ground energy

Apply this with $E=E_0$. The resulting $v$ satisfies $\langle w,Hv\rangle=E_0\langle w,v\rangle$ for every $w$, so $E_0$ is a Ritz value. If $\theta$ is any Ritz value, with vector $v$, setting $w=v$ gives
$$\theta\|v\|^2=\operatorname{Re}\langle v,Hv\rangle\ge E_0\|v\|^2,$$
and therefore $\theta\ge E_0$. `IsLeast` combines the two statements: $E_0$ belongs to the set of Ritz values and is a lower bound for it.

```lean
/-- Krylov exactness: if a symmetric `H` in finite dimension has at most `m` distinct energies,
the lowest being `E₀`, and `x` overlaps the ground eigenspace, then the `m`-step Krylov space
contains a ground eigenvector and its lowest Ritz value is `E₀`. -/
theorem krylov_exactness [FiniteDimensional ℂ V] (hH : H.IsSymmetric)
    {m : ℕ} (hm : (energies H).encard ≤ m) {E₀ : ℝ} (hE : IsLeast (energies H) E₀)
    {x : V} (hx : Overlaps H E₀ x) :
    (∃ v ∈ krylov H x m, v ≠ 0 ∧ H v = (E₀ : ℂ) • v) ∧
      IsLeast (ritzValues H (krylov H x m)) E₀ := by
  have hex := krylov_contains_eigenvector hH hm hx
  refine ⟨hex, ?_, ?_⟩
  · obtain ⟨v, hv, hv0, hHv⟩ := hex
    exact ⟨v, hv, hv0, fun w _ => by rw [hHv, inner_smul_right]⟩
  · -- a Ritz value is an expectation value, hence not below `E₀`
    rintro θ ⟨v, hv, hv0, hr⟩
    have h := variational_bound hH hE.2 v
    have hn : (⟪v, v⟫_ℂ).re = ‖v‖ ^ 2 := inner_self_eq_norm_sq (𝕜 := ℂ) v
    rw [hr v hv, Complex.re_ofReal_mul, hn] at h
    exact le_of_mul_le_mul_right h (pow_pos (norm_pos_iff.2 hv0) 2)
```

The smallest case is $m=1$. A Hermitian $H$ with a single energy is $E_0$ times the identity, the filter is the empty product $q=1$, and $x$ itself is the ground eigenvector.

For a case with $m=2$, take one particle hopping on a ring of three sites:
$$H=\begin{pmatrix}0&-1&-1\\-1&0&-1\\-1&-1&0\end{pmatrix},\qquad x=\begin{pmatrix}1\\0\\0\end{pmatrix}.$$
The energies are $-2$ and $1$, the second doubly degenerate. The filter is $q(t)=t-1$, and
$$q(H)x=Hx-x=\begin{pmatrix}0\\-1\\-1\end{pmatrix}-\begin{pmatrix}1\\0\\0\end{pmatrix}=-\begin{pmatrix}1\\1\\1\end{pmatrix}.$$
After normalisation this is, up to sign, the ground state $(1,1,1)/\sqrt3$ with energy $-2$. The one-step space, spanned by $x$ alone, has the single Ritz value $\langle x,Hx\rangle=0$. Two steps suffice in a three-dimensional space because there are only two distinct energies.

## Without overlap the eigenvector never appears

Let $v=q(H)x$ be an eigenvector of energy $E$ in some Krylov space of $x$. Using $v$ itself in the filter identity,
$$\langle v,v\rangle=\langle v,q(H)x\rangle=q(E)\langle v,x\rangle .$$
If $\langle v,x\rangle$ were zero, $v$ would be zero. So $v$ is a witness that $x$ overlaps $E$. In exact arithmetic, a start vector of the wrong symmetry, orthogonal to the whole ground eigenspace, therefore never produces a ground eigenvector, however many steps are taken. In a numerical run, rounding errors can introduce the missing component.

```lean
/-- For symmetric `H`, if some Krylov space of `x` contains an eigenvector of energy `E`,
then `x` overlaps the eigenspace of energy `E`. -/
theorem overlap_necessary (hH : H.IsSymmetric) {m : ℕ} {E : ℝ} {x v : V}
    (hv : v ∈ krylov H x m) (hv0 : v ≠ 0) (hHv : H v = (E : ℂ) • v) :
    Overlaps H E x := by
  obtain ⟨q, -, hq⟩ := mem_krylov_iff.1 hv
  refine ⟨v, hHv, fun h0 => hv0 ?_⟩
  have h := inner_filter hH hHv q x
  rw [hq, h0, mul_zero] at h
  exact inner_self_eq_zero.1 h
```

## Too few steps give no eigenvector at all

Let $S$ be a set of more than $k$ energies, all overlapped by $x$, and suppose that the $k$-step space contains a nonzero $v=q(H)x$ with $\deg q<k$ and $Hv=Ev$. For $\mu\in S$ with $\mu\neq E$, and $g$ the witness of overlap at $\mu$,
$$\mu\langle g,v\rangle=\langle Hg,v\rangle=\langle g,Hv\rangle=E\langle g,v\rangle,$$
so $\langle g,v\rangle=0$. The filter identity turns this into $q(\mu)\langle g,x\rangle=0$, hence $q(\mu)=0$. Removing $E$ from $S$ leaves at least $k$ such roots, too many for a nonzero polynomial of degree below $k$. Thus $q=0$ and $v=0$, a contradiction.

When $x$ overlaps all of exactly $m$ energies, $m-1$ steps are therefore not enough to contain an eigenvector. In the ring above, $x$ overlaps both energies, so the one-step space contains none. A start vector that misses some energies can finish sooner; a ground eigenvector needs only one step.

```lean
/-- Sharpness: for symmetric `H`, if `x` overlaps the eigenspaces of more than `k` distinct
energies, the `k`-step Krylov space contains no eigenvector of real energy. -/
theorem no_early_eigenvector (hH : H.IsSymmetric) {k : ℕ} {x : V} (S : Finset ℝ)
    (hS : k < S.card) (hx : ∀ μ ∈ S, Overlaps H μ x) {v : V} (hv : v ∈ krylov H x k)
    (hv0 : v ≠ 0) (E : ℝ) : H v ≠ (E : ℂ) • v := by
  intro hHv
  obtain ⟨q, hdeg, hq⟩ := mem_krylov_iff.1 hv
  have hcard : k ≤ (S.erase E).card := by
    have h := Finset.pred_card_le_card_erase (s := S) (a := E)
    omega
  -- `q` would have at least `k` roots although its degree is less than `k`
  have hroot : ∀ μ ∈ S.erase E, q.eval (μ : ℂ) = 0 := by
    intro μ hμ
    obtain ⟨g, hg, hgx⟩ := hx μ (Finset.mem_of_mem_erase hμ)
    have h1 := hH g v
    rw [hg, hHv, inner_smul_left, inner_smul_right, Complex.conj_ofReal] at h1
    have hne : (μ : ℂ) ≠ (E : ℂ) := by exact_mod_cast Finset.ne_of_mem_erase hμ
    have h2 : ⟪g, v⟫_ℂ = 0 := by
      by_contra h
      exact hne (mul_right_cancel₀ h h1)
    have h3 := inner_filter hH hg q x
    rw [hq, h2] at h3
    exact (mul_eq_zero.1 h3.symm).resolve_right hgx
  have hinj : Set.InjOn (fun μ : ℝ => (μ : ℂ)) (S.erase E : Set ℝ) :=
    Complex.ofReal_injective.injOn
  have hdeg' : q.degree < ((S.erase E).card : WithBot ℕ) :=
    hdeg.trans_le (by exact_mod_cast hcard)
  have hq0 : q = 0 :=
    eq_zero_of_degree_lt_of_eval_index_eq_zero (S.erase E) hinj hdeg' hroot
  apply hv0
  rw [← hq, hq0, map_zero, LinearMap.zero_apply]

end KrylovExactness
```

```lean
#print axioms KrylovExactness.krylov_exactness
-- 'KrylovExactness.krylov_exactness' depends on axioms: [propext, Classical.choice, Quot.sound]
#print axioms KrylovExactness.overlap_necessary
-- 'KrylovExactness.overlap_necessary' depends on axioms: [propext, Classical.choice, Quot.sound]
#print axioms KrylovExactness.no_early_eigenvector
-- 'KrylovExactness.no_early_eigenvector' depends on axioms: [propext, Classical.choice, Quot.sound]
```

The Lanczos method computes Ritz values on such Krylov spaces, for example for a configuration-interaction matrix; for a finite Hermitian matrix, a start vector that overlaps the ground space and no rounding errors, the result bounds the number of steps after which the ground energy is exact. It gives no error estimate for shorter runs, and a large many-body matrix usually has far more distinct energies than the number of steps one would run.
